# The cell dipole of nonzero integer charges at distinct sites depends on the cell boundary

Finitely many integer charges, not all zero, are repeated along a line with period \(a>0\), and no two of them sit at the same position modulo \(a\). The dipole of one cell then depends on where the cell begins, and any two of its values differ by an integer multiple of \(a\).

This matters when a dipole or polarisation is read off a simulation with periodic boundaries: for integer point charges in one dimension, a different choice of cell can shift the dipole, always by a multiple of \(a\). The fractional partial charges of many classical simulations are not covered, and their shifts need not be multiples of \(a\). Charges are in units of the elementary charge \(e\), so in ordinary units the ambiguity is a multiple of \(ea\).

## Moving the boundary past a charge

Let charge \(q_i\) have position \(x_i\). Its image in the cell \([c,c+a)\) and the cell dipole are
\[
w_c(x_i)=x_i-a\left\lfloor\frac{x_i-c}{a}\right\rfloor,\qquad D(c)=\sum_i q_i\,w_c(x_i).
\]

With \(t=(x-c)/a\), the inequalities \(\lfloor t\rfloor\le t<\lfloor t\rfloor+1\) give \(0\le x-c-a\lfloor t\rfloor<a\), so \(w_c(x)\) lies in the cell. It is the only image there: if \(x=y+na\) with \(n\) an integer and \(c\le y<c+a\), then \(n\le (x-c)/a<n+1\), the floor is \(n\), and \(w_c(x)=y\).

The positions \(x_i\) cancel in a difference of dipoles:
\[
D(c)-D(c')=a\sum_i q_i\left(\left\lfloor\frac{x_i-c'}{a}\right\rfloor-\left\lfloor\frac{x_i-c}{a}\right\rfloor\right).
\]
The sum is an integer because the charges are.

Now let \(c\le c'\le c+a\), and write \(y=w_c(x_i)\). If \(y<c'\), then \(c'\le c+a\le y+a<c'+a\), so the new image is \(y+a\). If \(y\ge c'\), then \(y<c+a\le c'+a\), and the image stays at \(y\). Hence
\[
D(c')=D(c)+a\sum_{i:\,w_c(x_i)<c'}q_i .
\]

Only finitely many images lie strictly above \(c\), so some \(c'\) with \(c<c'<c+a\) lies below all of them. Moving the boundary to this \(c'\) passes only the charges at \(c\) modulo \(a\):
\[
D(c')=D(c)+a\,Q(c),\qquad Q(y)=\sum_{i:\,x_i\in y+a\mathbb Z}q_i .
\]

If \(D\) is constant, every site charge \(Q(y)\) must therefore vanish. Conversely, grouping the charges by their image \(y\) gives \(D(c)=\sum_y y\,Q(y)\), which is zero if every \(Q(y)\) is. For positions distinct modulo \(a\), \(Q(x_j)=q_j\), so one nonzero charge makes \(D\) vary.

**A neutral pair.** Take \(a=4\), with charge \(+1\) at \(1\) and \(-1\) at \(3\). The cell \([0,4)\) gives \(D(0)=1-3=-2\). In \([2,6)\) the positive charge appears at \(5\), so \(D(2)=5-3=2\). The difference is one period, and \(e^{2\pi iD/a}=-1\) in both cells.

The same pair exposes a faulty argument. Shifting the boundary by a full period gives \(D(c+a)-D(c)=a\sum_i q_i\), which is zero for a neutral cell. This doesn't show that \(D\) is constant, since the dipole changes at boundaries in between.

## The cell and its dipole in Lean

The charges are labelled by a finite type `ι`, and `a` is a real number whose positivity, `ha`, is assumed where it is needed.

```lean
import Mathlib

open Filter Topology

namespace CellDipole

noncomputable section

variable {ι : Type*} [Fintype ι] {a : ℝ}
```

`wrap a c x` is \(w_c(x)\). The cell includes its left end and excludes its right end.

```lean
/-- The periodic image of the position `x` in the cell `[c, c + a)`, for a period `a > 0`. -/
def wrap (a c x : ℝ) : ℝ := x - a * ⌊(x - c) / a⌋
```

In `cellDipole`, the charges `q` are integers and the positions `x` are any real numbers, not necessarily inside the cell.

```lean
/-- The dipole of the charges `q i` at positions `x i`, computed with their periodic images
in the cell `[c, c + a)`, for a period `a > 0`. -/
def cellDipole (a : ℝ) (q : ι → ℤ) (x : ι → ℝ) (c : ℝ) : ℝ :=
  ∑ i, (q i : ℝ) * wrap a c (x i)
```

`siteCharge` is \(Q(y)\), with "same site" expressed by an integer `n` such that `x i = y + n * a`.

```lean
open scoped Classical in
/-- The net charge located at the point `y` or at one of its translates by multiples of `a`. -/
def siteCharge (a : ℝ) (q : ι → ℤ) (x : ι → ℝ) (y : ℝ) : ℝ :=
  ∑ i, if ∃ n : ℤ, x i = y + n * a then (q i : ℝ) else 0
```

The next two lemmas say that the image lies in the cell and is the only one there. Both rest on the floor inequalities multiplied by \(a\).

```lean
/-- For a period `a > 0`, the chosen image of a position lies in the cell `[c, c + a)`. -/
theorem wrap_mem (ha : 0 < a) (c x : ℝ) : c ≤ wrap a c x ∧ wrap a c x < c + a := by
  have h1 := (le_div_iff₀ ha).1 (Int.floor_le ((x - c) / a))
  have h2 := (div_lt_iff₀ ha).1 (Int.lt_floor_add_one ((x - c) / a))
  unfold wrap
  constructor <;> nlinarith

/-- For a period `a > 0`, a translate of `x` by a multiple of `a` that lies in `[c, c + a)`
is the chosen image of `x`. -/
theorem wrap_eq (ha : 0 < a) {c x y : ℝ} (n : ℤ) (hx : x = y + n * a)
    (h1 : c ≤ y) (h2 : y < c + a) : wrap a c x = y := by
  have hn : ⌊(x - c) / a⌋ = n := by
    rw [Int.floor_eq_iff]
    constructor
    · rw [le_div_iff₀ ha]
      linarith
    · rw [div_lt_iff₀ ha]
      linarith
  unfold wrap
  rw [hn, hx]
  ring
```

## Integer differences and the jump

The integer supplied in `cellDipole_sub` is the sum of floor differences found above; the rest is algebra, term by term.

```lean
/-- The dipoles of integer charges computed in two cells differ by an integer multiple of
the period. -/
theorem cellDipole_sub (a : ℝ) (q : ι → ℤ) (x : ι → ℝ) (c c' : ℝ) :
    ∃ n : ℤ, cellDipole a q x c - cellDipole a q x c' = n * a := by
  refine ⟨∑ i, q i * (⌊(x i - c') / a⌋ - ⌊(x i - c) / a⌋), ?_⟩
  simp only [cellDipole, wrap]
  push_cast
  rw [← Finset.sum_sub_distrib, Finset.sum_mul]
  refine Finset.sum_congr rfl fun i _ => ?_
  ring
```

`cellDipole_move` treats each charge separately. Its two cases are a charge that is passed and one that is not, and `wrap_eq` identifies the new image in each.

```lean
/-- For a period `a > 0`, moving the cell boundary forward from `c` to `c'` by at most one
period raises the dipole by `a` times the charge whose images lie in `[c, c')`. -/
theorem cellDipole_move (ha : 0 < a) (q : ι → ℤ) (x : ι → ℝ) {c c' : ℝ}
    (h : c ≤ c') (h' : c' ≤ c + a) :
    cellDipole a q x c' = cellDipole a q x c
      + a * ∑ i, if wrap a c (x i) < c' then (q i : ℝ) else 0 := by
  unfold cellDipole
  rw [Finset.mul_sum, ← Finset.sum_add_distrib]
  refine Finset.sum_congr rfl fun i _ => ?_
  obtain ⟨h1, h2⟩ := wrap_mem ha c (x i)
  by_cases hi : wrap a c (x i) < c'
  · -- a charge that is passed reappears at the far end of the cell
    have hw : wrap a c' (x i) = wrap a c (x i) + a :=
      wrap_eq ha (⌊(x i - c) / a⌋ - 1) (by unfold wrap; push_cast; ring)
        (by linarith) (by linarith)
    rw [if_pos hi, hw]
    ring
  · -- all other charges stay where they are
    have hw : wrap a c' (x i) = wrap a c (x i) :=
      wrap_eq ha ⌊(x i - c) / a⌋ (by unfold wrap; ring) (not_lt.1 hi) (by linarith)
    rw [if_neg hi, hw]
    ring
```

For the small move, `𝓝[>] c` expresses "for all \(c'\) close enough to \(c\) from above". For each charge, such a \(c'\) passes it exactly when it sits at \(c\) modulo \(a\). `eventually_all` combines these finitely many conditions, and a suitable \(c'\) is then extracted.

```lean
/-- For a period `a > 0`, some forward move of the cell boundary away from `c` changes the
dipole by exactly `a` times the net charge at `c` modulo `a`. -/
theorem exists_jump (ha : 0 < a) (q : ι → ℤ) (x : ι → ℝ) (c : ℝ) :
    ∃ c' > c, cellDipole a q x c' = cellDipole a q x c + a * siteCharge a q x c := by
  -- a small enough move passes only the charges that sit at the boundary itself
  have hev : ∀ i, ∀ᶠ c' in 𝓝[>] c,
      (wrap a c (x i) < c' ↔ ∃ n : ℤ, x i = c + n * a) := by
    intro i
    obtain ⟨h1, h2⟩ := wrap_mem ha c (x i)
    rcases h1.eq_or_lt with h | h
    · have hex : ∃ n : ℤ, x i = c + n * a :=
        ⟨⌊(x i - c) / a⌋, by unfold wrap at h; linarith⟩
      filter_upwards [self_mem_nhdsWithin] with c' hc'
      have hlt : c < c' := hc'
      exact ⟨fun _ => hex, fun _ => by linarith⟩
    · filter_upwards [Ioo_mem_nhdsGT h] with c' hc'
      exact ⟨fun h' => absurd h' (not_lt_of_ge hc'.2.le),
        fun ⟨n, hn⟩ => absurd (wrap_eq ha n hn le_rfl (by linarith)) h.ne'⟩
  have hI : ∀ᶠ c' in 𝓝[>] c, c' ∈ Set.Ioo c (c + a) :=
    Ioo_mem_nhdsGT (by linarith)
  obtain ⟨c', hc', hlt, hle⟩ := ((eventually_all.2 hev).and hI).exists
  refine ⟨c', hlt, ?_⟩
  rw [cellDipole_move ha q x hlt.le hle.le]
  unfold siteCharge
  congr 2
  refine Finset.sum_congr rfl fun i _ => ?_
  by_cases h : wrap a c (x i) < c'
  · rw [if_pos h, if_pos ((hc' i).1 h)]
  · rw [if_neg h, if_neg (fun h' => h ((hc' i).2 h'))]
```

## Vanishing site charges and the main theorem

The criterion needs no assumption of distinct positions. The forward direction applies the jump at \(c=y\). The reverse direction groups the sum by image and shows that each group contributes `y * siteCharge a q x y`.

```lean
/-- For a period `a > 0`, the cell dipole is independent of the cell boundary exactly when
the net charge at every point modulo `a` vanishes. -/
theorem cellDipole_const_iff (ha : 0 < a) (q : ι → ℤ) (x : ι → ℝ) :
    (∀ c c', cellDipole a q x c = cellDipole a q x c') ↔ ∀ y, siteCharge a q x y = 0 := by
  constructor
  · intro h y
    obtain ⟨c', _, hc'⟩ := exists_jump ha q x y
    have h0 : a * siteCharge a q x y = 0 := by linarith [h c' y]
    exact (mul_eq_zero.1 h0).resolve_left ha.ne'
  · intro h
    -- grouped by site, every contribution to the dipole vanishes
    have hz : ∀ c, cellDipole a q x c = 0 := by
      intro c
      unfold cellDipole
      rw [← Finset.sum_fiberwise_of_maps_to (s := Finset.univ)
        (t := Finset.univ.image fun i => wrap a c (x i)) (g := fun i => wrap a c (x i))
        (fun i hi => Finset.mem_image_of_mem _ hi)]
      refine Finset.sum_eq_zero fun y hy => ?_
      obtain ⟨k, _, hk⟩ := Finset.mem_image.1 hy
      have hky : wrap a c (x k) = y := hk
      obtain ⟨h1, h2⟩ := wrap_mem ha c (x k)
      rw [hky] at h1 h2
      rw [Finset.sum_filter]
      trans y * siteCharge a q x y
      · unfold siteCharge
        rw [Finset.mul_sum]
        refine Finset.sum_congr rfl fun i _ => ?_
        by_cases hi : wrap a c (x i) = y
        · have hex : ∃ n : ℤ, x i = y + n * a :=
            ⟨⌊(x i - c) / a⌋, by rw [← hi]; unfold wrap; ring⟩
          rw [if_pos hi, if_pos hex, hi]
          ring
        · have hne : ¬ ∃ n : ℤ, x i = y + n * a :=
            fun ⟨n, hn⟩ => hi (wrap_eq ha n hn h1 h2)
          rw [if_neg hi, if_neg hne, mul_zero]
      · rw [h y, mul_zero]
    intro c c'
    rw [hz c, hz c']
```

In the main theorem, `hx` says that two positions agree modulo \(a\) only when they belong to the same charge, and `hq` supplies a nonzero charge. Requiring the positions merely to be different real numbers would be too weak: \(+1\) at \(0\) and \(-1\) at \(a\) share a site, and their dipole is zero for every boundary. The proof computes the site charge at `x j` as `q j` and contradicts the criterion.

```lean
/-- Integer charges, not all zero, at positions distinct modulo `a > 0` have cell dipoles
that differ by integer multiples of `a` but do depend on the cell boundary. -/
theorem cellDipole_depends_on_boundary (ha : 0 < a) (q : ι → ℤ) (x : ι → ℝ)
    (hx : ∀ i j, ∀ n : ℤ, x i = x j + n * a → i = j) (hq : ∃ j, q j ≠ 0) :
    (∀ c c', ∃ n : ℤ, cellDipole a q x c - cellDipole a q x c' = n * a) ∧
      ∃ c c', cellDipole a q x c ≠ cellDipole a q x c' := by
  refine ⟨cellDipole_sub a q x, ?_⟩
  obtain ⟨j, hj⟩ := hq
  -- the site of charge `j` carries no other charge
  have hs : siteCharge a q x (x j) = q j := by
    unfold siteCharge
    rw [Finset.sum_eq_single j]
    · exact if_pos ⟨0, by simp⟩
    · intro i _ hij
      exact if_neg (fun ⟨n, hn⟩ => hij (hx i j n hn))
    · intro h
      exact absurd (Finset.mem_univ j) h
  by_contra hcon
  push Not at hcon
  have h0 := (cellDipole_const_iff ha q x).1 hcon (x j)
  rw [hs] at h0
  exact hj (by exact_mod_cast h0)
```

Although the dipole varies, its phase does not: a shift by \(na\) multiplies \(e^{2\pi iD/a}\) by \(e^{2\pi in}=1\). Phases of this kind also serve to describe position in periodic quantum systems; here the phase is that of classical point charges.

```lean
/-- For integer charges and a period `a > 0`, the phase `exp (2πi D(c) / a)` of the cell
dipole `D(c)` is the same for every cell boundary. -/
theorem dipole_phase_eq (ha : 0 < a) (q : ι → ℤ) (x : ι → ℝ) (c c' : ℝ) :
    Complex.exp (2 * Real.pi * Complex.I * ((cellDipole a q x c : ℂ) / a)) =
      Complex.exp (2 * Real.pi * Complex.I * ((cellDipole a q x c' : ℂ) / a)) := by
  obtain ⟨n, hn⟩ := cellDipole_sub a q x c c'
  have hr : cellDipole a q x c = cellDipole a q x c' + n * a := by linarith
  have ha0 : (a : ℂ) ≠ 0 := by exact_mod_cast ha.ne'
  rw [Complex.exp_eq_exp_iff_exists_int]
  refine ⟨n, ?_⟩
  rw [hr]
  push_cast
  rw [add_div, mul_div_cancel_right₀ _ ha0]
  ring

end

end CellDipole
```

```lean
#print axioms CellDipole.cellDipole_depends_on_boundary
#print axioms CellDipole.dipole_phase_eq
```

```
'CellDipole.cellDipole_depends_on_boundary' depends on axioms: [propext, Classical.choice, Quot.sound]
'CellDipole.dipole_phase_eq' depends on axioms: [propext, Classical.choice, Quot.sound]
```

These statements do not cover the continuous electron density of a real crystal. The cell dipole of such a density also depends on the boundary, but it varies continuously as the boundary moves, so its shifts need not be multiples of the period.
